# A polar two-site bond with power-law hopping has a dynamical charge above its static charge

To obtain a Born effective charge by finite differences, one displaces an atom, recomputes the polarization, multiplies its change by the cell volume to get a change of dipole, and divides by the displacement. The static charge alone would miss the charge that flows along the bond as its length changes. In the non-interacting two-site model below, with a fixed positive level splitting and hopping that decays as a power of the bond length, this flow always raises the result and can lift it above the nominal ionic charge.

In Lean 4 with Mathlib:

```lean
import Mathlib

open Matrix Filter Topology

namespace BondDipole

noncomputable section
```

## The bond and its charge

An orbital on the bond has complex amplitudes $\psi_0,\psi_1$ on the two sites. With level splitting $D$ and hopping $t$, the Hamiltonian is $H=(D/2)\sigma_z-t\sigma_x$.

```lean
/-- The Pauli matrix `σz`, which distinguishes the two sites of the bond. -/
def sz : Matrix (Fin 2) (Fin 2) ℂ := !![1, 0; 0, -1]

/-- The Pauli matrix `σx`, which moves the electron between the two sites. -/
def sx : Matrix (Fin 2) (Fin 2) ℂ := !![0, 1; 1, 0]

/-- The two-site Hamiltonian `(D/2) σz - t σx` with level splitting `D` and hopping `t`. -/
def ham (D t : ℝ) : Matrix (Fin 2) (Fin 2) ℂ := (D / 2) • sz - t • sx
```

Expectation values are $\langle\psi|A|\psi\rangle$; `expect` takes the real part, which changes nothing for Hermitian $A$. A ground state minimises the energy over all normalised states.

```lean
/-- The real part of `⟨ψ|A|ψ⟩`, which is the expectation value when `A` is Hermitian and `ψ`
is normalised. -/
def expect (A : Matrix (Fin 2) (Fin 2) ℂ) (ψ : Fin 2 → ℂ) : ℝ := (star ψ ⬝ᵥ A *ᵥ ψ).re

/-- A ground state is a normalised state whose energy is minimal among normalised states. -/
def IsGroundState (H : Matrix (Fin 2) (Fin 2) ℂ) (ψ : Fin 2 → ℂ) : Prop :=
  ∑ i, Complex.normSq (ψ i) = 1 ∧
    ∀ φ : Fin 2 → ℂ, ∑ i, Complex.normSq (φ i) = 1 → expect H ψ ≤ expect H φ
```

The static charge is $q=-\langle\sigma_z\rangle=|\psi_1|^2-|\psi_0|^2$. If two electrons of opposite spin fill the orbital and each site has a core of charge $+1$, site 0 carries $1-2|\psi_0|^2=q$ and site 1 carries $-q$. At bond length $d$ the dipole is then $qd$, with the position operator taken as diagonal in the sites. The nominal charge is 1, reached when both electrons sit on site 1.

```lean
/-- The static charge `q = -⟨σz⟩` of a state. -/
def charge (ψ : Fin 2 → ℂ) : ℝ := -expect sz ψ
```

The hopping is postulated as $t=t_0d^{-n}$ with real $n$; for $n>0$ this models how orbital overlap decays as the bond stretches. $D$ does not change with $d$.

```lean
/-- The power-law hopping `t0 d^(-n)` at bond length `d > 0`. -/
def hop (t0 n d : ℝ) : ℝ := t0 * d ^ (-n)
```

Write $S=\sqrt{D^2+4t^2}$ and $r=D/S$. The charge will turn out to be $r$, and the trial state has amplitudes $\sqrt{(1-r)/2}$ and $\sqrt{(1+r)/2}$.

```lean
/-- The ratio `D / √(D² + 4t²)`, for `D` and `t` not both zero. -/
def ionicity (D t : ℝ) : ℝ := D / √(D ^ 2 + 4 * t ^ 2)

/-- The state with amplitudes `√((1-q)/2)` and `√((1+q)/2)`, where `q = D / √(D² + 4t²)`,
for `D` and `t` not both zero. -/
def groundVec (D t : ℝ) : Fin 2 → ℂ :=
  ![((√((1 - ionicity D t) / 2) : ℝ) : ℂ), ((√((1 + ionicity D t) / 2) : ℝ) : ℂ)]
```

## The ground state fixes the charge

Let $Z=\langle\sigma_z\rangle$ and $X=\langle\sigma_x\rangle$. Expanding in amplitudes gives $Z=|\psi_0|^2-|\psi_1|^2$ and $X=2\,\mathrm{Re}(\psi_0^*\psi_1)$.

```lean
/-- The expectation values of `σz` and `σx` in terms of the two complex amplitudes. -/
theorem expect_pauli (ψ : Fin 2 → ℂ) :
    expect sz ψ = (ψ 0).re ^ 2 + (ψ 0).im ^ 2 - ((ψ 1).re ^ 2 + (ψ 1).im ^ 2) ∧
    expect sx ψ = 2 * ((ψ 0).re * (ψ 1).re + (ψ 0).im * (ψ 1).im) := by
  constructor <;>
    simp [expect, sz, sx, dotProduct, Matrix.mulVec, Fin.sum_univ_two] <;> ring
```

By linearity the energy is $E=(D/2)Z-tX$.

```lean
/-- The energy is the sum of a level term and a hopping term. -/
theorem expect_ham (D t : ℝ) (ψ : Fin 2 → ℂ) :
    expect (ham D t) ψ = D / 2 * expect sz ψ - t * expect sx ψ := by
  simp [expect, ham, sz, sx, dotProduct, Matrix.mulVec, Fin.sum_univ_two]
  ring
```

For a normalised state,
$$1=(|\psi_0|^2+|\psi_1|^2)^2=Z^2+X^2+\bigl(2\,\mathrm{Im}(\psi_0^*\psi_1)\bigr)^2,$$
so $Z^2+X^2\le1$. The proof discards the last square.

```lean
/-- For a normalised state the pair `(⟨σz⟩, ⟨σx⟩)` lies in the unit disc. -/
theorem bloch_disc {ψ : Fin 2 → ℂ} (h : ∑ i, Complex.normSq (ψ i) = 1) :
    expect sz ψ ^ 2 + expect sx ψ ^ 2 ≤ 1 := by
  rw [Fin.sum_univ_two, Complex.normSq_apply, Complex.normSq_apply] at h
  rw [(expect_pauli ψ).1, (expect_pauli ψ).2]
  -- the missing part is the square of `⟨σy⟩`
  have h2 := congrArg (fun r : ℝ => r ^ 2) h
  simp only [one_pow] at h2
  linarith [sq_nonneg (2 * ((ψ 0).re * (ψ 1).im - (ψ 0).im * (ψ 1).re))]
```

If $D>0$ and $t\ne0$, then $S>D$, hence $0<r<1$.

```lean
/-- For positive splitting and nonzero hopping, `D / √(D² + 4t²)` lies strictly between
0 and 1. -/
theorem ionicity_bounds {D t : ℝ} (hD : 0 < D) (ht : t ≠ 0) :
    0 < ionicity D t ∧ ionicity D t < 1 := by
  have hS : 0 < √(D ^ 2 + 4 * t ^ 2) := Real.sqrt_pos.2 (by positivity)
  have ht2 : 0 < t ^ 2 := by positivity
  exact ⟨div_pos hD hS, (div_lt_one hS).2 (Real.lt_sqrt_of_sq_lt (by linarith))⟩
```

For $t>0$, the trial state has norm 1, $Z=-r$ and $X=\sqrt{1-r^2}=2t/S$. Its energy is
$$-\frac{D^2}{2S}-\frac{2t^2}{S}=-\frac S2.$$
In the code, `hab` finds the product of the amplitudes by comparing squares of non-negative numbers.

```lean
/-- For positive splitting and hopping, the state `groundVec` is normalised and has energy
`-√(D² + 4t²)/2`. -/
theorem groundVec_energy {D t : ℝ} (hD : 0 < D) (ht : 0 < t) :
    ∑ i, Complex.normSq (groundVec D t i) = 1 ∧
      expect (ham D t) (groundVec D t) = -(√(D ^ 2 + 4 * t ^ 2) / 2) := by
  obtain ⟨hq0, hq1⟩ := ionicity_bounds hD ht.ne'
  have hS : 0 < √(D ^ 2 + 4 * t ^ 2) := Real.sqrt_pos.2 (by positivity)
  have hS2 : √(D ^ 2 + 4 * t ^ 2) ^ 2 = D ^ 2 + 4 * t ^ 2 := Real.sq_sqrt (by positivity)
  have hq : ionicity D t * √(D ^ 2 + 4 * t ^ 2) = D := div_mul_cancel₀ D hS.ne'
  obtain ⟨a, ha'⟩ : ∃ a, a = √((1 - ionicity D t) / 2) := ⟨_, rfl⟩
  obtain ⟨b, hb'⟩ : ∃ b, b = √((1 + ionicity D t) / 2) := ⟨_, rfl⟩
  have key : groundVec D t = ![(a : ℂ), (b : ℂ)] := by rw [ha', hb']; rfl
  have ha : a * a = (1 - ionicity D t) / 2 := by
    rw [ha']; exact Real.mul_self_sqrt (by linarith)
  have hb : b * b = (1 + ionicity D t) / 2 := by
    rw [hb']; exact Real.mul_self_sqrt (by linarith)
  have ha0 : 0 ≤ a := by rw [ha']; exact Real.sqrt_nonneg _
  have hb0 : 0 ≤ b := by rw [hb']; exact Real.sqrt_nonneg _
  rw [key]
  generalize √(D ^ 2 + 4 * t ^ 2) = S at *
  generalize ionicity D t = q at *
  have hab : a * b * S = t := by
    refine (sq_eq_sq₀ (by positivity) ht.le).1 ?_
    calc (a * b * S) ^ 2 = (a * a) * (b * b) * S ^ 2 := by ring
      _ = (1 - q) / 2 * ((1 + q) / 2) * S ^ 2 := by rw [ha, hb]
      _ = t ^ 2 := by linear_combination (1 / 4) * hS2 - (1 / 4) * (q * S + D) * hq
  constructor
  · rw [Fin.sum_univ_two]
    show Complex.normSq (a : ℂ) + Complex.normSq (b : ℂ) = 1
    rw [Complex.normSq_ofReal, Complex.normSq_ofReal, ha, hb]
    ring
  · rw [expect_ham, (expect_pauli _).1, (expect_pauli _).2]
    show D / 2 * (a ^ 2 + 0 ^ 2 - (b ^ 2 + 0 ^ 2)) - t * (2 * (a * b + 0 * 0)) = -(S / 2)
    apply mul_right_cancel₀ hS.ne'
    linear_combination D / 2 * S * (ha - hb) - 2 * t * hab - D / 2 * hq + (1 / 2) * hS2
```

No normalised state lies lower, because
$$E^2+\left(\tfrac D2X+tZ\right)^2=\tfrac{S^2}{4}(Z^2+X^2)\le\tfrac{S^2}{4}.$$

```lean
/-- For positive splitting and hopping, `groundVec` is a ground state of the two-site
Hamiltonian. -/
theorem isGroundState_witness {D t : ℝ} (hD : 0 < D) (ht : 0 < t) :
    IsGroundState (ham D t) (groundVec D t) := by
  refine ⟨(groundVec_energy hD ht).1, fun φ hφ => ?_⟩
  rw [(groundVec_energy hD ht).2, expect_ham]
  have hS2 : √(D ^ 2 + 4 * t ^ 2) ^ 2 = D ^ 2 + 4 * t ^ 2 := Real.sq_sqrt (by positivity)
  have hc : 0 ≤ D ^ 2 + 4 * t ^ 2 := by positivity
  -- Cauchy-Schwarz in the disc
  refine (abs_le_of_sq_le_sq' ?_ (by positivity)).1
  nlinarith [sq_nonneg (D / 2 * expect sx φ + t * expect sz φ),
    mul_le_mul_of_nonneg_left (bloch_disc hφ) hc]
```

Any ground state therefore has $DZ-2tX\le-S$, and
$$(SZ+D)^2+(SX-2t)^2=S^2(Z^2+X^2)+2S(DZ-2tX)+S^2\le0.$$
So $Z=-D/S$ and $q=r$. `nlinarith` combines these same inequalities.

```lean
/-- For positive splitting and hopping, every ground state has static charge
`D / √(D² + 4t²)`. -/
theorem charge_eq {D t : ℝ} (hD : 0 < D) (ht : 0 < t) {ψ : Fin 2 → ℂ}
    (h : IsGroundState (ham D t) ψ) : charge ψ = ionicity D t := by
  have hmin := h.2 _ (groundVec_energy hD ht).1
  rw [(groundVec_energy hD ht).2, expect_ham] at hmin
  have hb := bloch_disc h.1
  have hS : 0 < √(D ^ 2 + 4 * t ^ 2) := Real.sqrt_pos.2 (by positivity)
  have hS2 : √(D ^ 2 + 4 * t ^ 2) ^ 2 = D ^ 2 + 4 * t ^ 2 := Real.sq_sqrt (by positivity)
  unfold charge ionicity
  generalize √(D ^ 2 + 4 * t ^ 2) = S at *
  -- minimal energy leaves a single point of the disc
  have h0 : (S * expect sz ψ + D) ^ 2 ≤ 0 := by
    nlinarith [sq_nonneg (S * expect sx ψ - 2 * t),
      mul_le_mul_of_nonneg_left hb (sq_nonneg S), mul_le_mul_of_nonneg_left hmin hS.le]
  have h1 : S * expect sz ψ + D = 0 :=
    (pow_eq_zero_iff two_ne_zero).1 (le_antisymm h0 (sq_nonneg _))
  rw [eq_div_iff hS.ne']
  linarith
```

## Stretching the bond

The dynamical charge of the bond is the derivative $(qd)'$ of its dipole, where a prime means differentiation with respect to $d$. From $t'=-nt/d$ we get $S'=-4nt^2/(dS)$. Since $1-q^2=4t^2/S^2$,
$$q'=-\frac{DS'}{S^2}=\frac nd\,q(1-q^2),\qquad (qd)'=q\bigl(1+n(1-q^2)\bigr).$$
The auxiliary statement `alg` performs this simplification.

```lean
/-- Derivative of `q d` for `q = D / √(D² + 4t²)` with power-law hopping, at positive
splitting and bond length. -/
theorem hasDerivAt_ionicity {D d : ℝ} (t0 n : ℝ) (hD : 0 < D) (hd : 0 < d) :
    HasDerivAt (fun x => ionicity D (hop t0 n x) * x)
      (ionicity D (hop t0 n d) * (1 + n * (1 - ionicity D (hop t0 n d) ^ 2))) d := by
  have hT : HasDerivAt (fun x => hop t0 n x) (-n * hop t0 n d / d) d := by
    refine ((Real.hasDerivAt_rpow_const (p := -n) (Or.inl hd.ne')).const_mul t0).congr_deriv ?_
    rw [Real.rpow_sub_one hd.ne', hop]
    ring
  have hg : HasDerivAt (fun x => D ^ 2 + 4 * hop t0 n x ^ 2)
      (-(8 * n * hop t0 n d ^ 2 / d)) d := by
    have e : (fun x => D ^ 2 + 4 * hop t0 n x ^ 2)
        = fun x => D ^ 2 + 4 * (hop t0 n x * hop t0 n x) := by
      funext x
      ring
    rw [e]
    exact (((hT.fun_mul hT).const_mul (4 : ℝ)).const_add (D ^ 2)).congr_deriv (by ring)
  have hpos : 0 < D ^ 2 + 4 * hop t0 n d ^ 2 := by positivity
  have hS := Real.sqrt_pos.2 hpos
  have alg : ∀ S T : ℝ, 0 < S → S ^ 2 = D ^ 2 + 4 * T ^ 2 →
      (0 * S - D * (-(8 * n * T ^ 2 / d) / (2 * S))) / S ^ 2 * d + D / S * 1
        = D / S * (1 + n * (1 - (D / S) ^ 2)) := by
    intro S T hS hS2
    have hq : 1 - (D / S) ^ 2 = 4 * T ^ 2 / S ^ 2 := by
      rw [div_pow, eq_div_iff (by positivity), sub_mul, div_mul_cancel₀ _ (by positivity)]
      linarith
    rw [hq]
    field_simp
    ring
  exact (((hasDerivAt_const d D).fun_div (hg.sqrt hpos.ne') hS.ne').fun_mul
    (hasDerivAt_id' d)).congr_deriv (alg _ (hop t0 n d) hS (Real.sq_sqrt hpos.le))
```

The same differentiation by hand for exponential hopping $t=t_0e^{-d/\lambda}$, with decay length $\lambda>0$, replaces $n$ by $d/\lambda$; this variant is not in the code.

The main theorem takes positive $D,t_0,n,d$ and any choice of ground state `ψ x` at each positive length `x`. Phases may jump with length, since only the charge enters. Near $d$ all lengths are positive, so the charge formula holds there and the derivative carries over. The excess over $q$ is $nq(1-q^2)>0$, and
$$q\bigl(1+n(1-q^2)\bigr)-1=(1-q)\bigl(nq(1+q)-1\bigr).$$
As $1-q>0$, the derivative exceeds 1 exactly when $nq(1+q)>1$.

```lean
/-- For positive `D`, `t0`, `n` and bond length `d`, the ground-state dipole `q d` has derivative
`q (1 + n (1 - q²))`. It exceeds the static charge `q`, and it exceeds 1 exactly when
`n q (1 + q) > 1`. -/
theorem dynamical_charge {D t0 n d : ℝ} (hD : 0 < D) (ht : 0 < t0) (hn : 0 < n) (hd : 0 < d)
    {ψ : ℝ → Fin 2 → ℂ} (hψ : ∀ x, 0 < x → IsGroundState (ham D (hop t0 n x)) (ψ x)) :
    HasDerivAt (fun x => charge (ψ x) * x)
        (charge (ψ d) * (1 + n * (1 - charge (ψ d) ^ 2))) d ∧
      charge (ψ d) < charge (ψ d) * (1 + n * (1 - charge (ψ d) ^ 2)) ∧
      (1 < charge (ψ d) * (1 + n * (1 - charge (ψ d) ^ 2)) ↔
        1 < n * charge (ψ d) * (1 + charge (ψ d))) := by
  have hhop : ∀ x, 0 < x → 0 < hop t0 n x := fun x hx => mul_pos ht (Real.rpow_pos_of_pos hx _)
  have hc : ∀ x, 0 < x → charge (ψ x) = ionicity D (hop t0 n x) :=
    fun x hx => charge_eq hD (hhop x hx) (hψ x hx)
  obtain ⟨hq0, hq1⟩ := ionicity_bounds hD (hhop d hd).ne'
  rw [hc d hd]
  refine ⟨(hasDerivAt_ionicity t0 n hD hd).congr_of_eventuallyEq ?_, ?_⟩
  · filter_upwards [lt_mem_nhds hd] with x hx
    rw [hc x hx]
  generalize ionicity D (hop t0 n d) = q at *
  have h1 : 0 < 1 - q ^ 2 := by nlinarith
  have h2 : 0 < q * (n * (1 - q ^ 2)) := by positivity
  -- the excess over the nominal charge factorises
  have hf : q * (1 + n * (1 - q ^ 2)) - 1 = (1 - q) * (n * q * (1 + q) - 1) := by ring
  refine ⟨by linarith, ?_⟩
  rw [← sub_pos, hf, mul_pos_iff_of_pos_left (sub_pos.2 hq1), sub_pos]
```

For the strict excess over $q$, $n\ge0$ would not be enough: at $n=0$ the hopping is independent of $d$, and the derivative equals $q$.

## The exponent needed to exceed the nominal charge

Since $q<1$, we have $q(1+q)<2$, so $nq(1+q)>1$ forces $n>1/2$. Conversely, as $d\to\infty$ the hopping vanishes, $q\to1$ and $nq(1+q)\to2n$. If $n>1/2$ this limit exceeds 1, and so does the derivative at every sufficiently long bond length. The limit argument in the code uses continuity of `ionicity` at $t=0$ and picks one such length.

```lean
/-- For positive `D`, `t0` and `n`, the derivative of the ground-state dipole exceeds 1 at some
bond length exactly when the hopping exponent `n` is larger than `1/2`. -/
theorem exists_anomalous_iff {D t0 n : ℝ} (hD : 0 < D) (ht : 0 < t0) (hn : 0 < n)
    {ψ : ℝ → Fin 2 → ℂ} (hψ : ∀ x, 0 < x → IsGroundState (ham D (hop t0 n x)) (ψ x)) :
    (∃ d, 0 < d ∧ 1 < deriv (fun x => charge (ψ x) * x) d) ↔ 1 / 2 < n := by
  have hhop : ∀ x, 0 < x → 0 < hop t0 n x := fun x hx => mul_pos ht (Real.rpow_pos_of_pos hx _)
  have hiff : ∀ d, 0 < d → (1 < deriv (fun x => charge (ψ x) * x) d ↔
      1 < n * ionicity D (hop t0 n d) * (1 + ionicity D (hop t0 n d))) := by
    intro d hd
    have h := dynamical_charge hD ht hn hd hψ
    rw [h.1.deriv, h.2.2, charge_eq hD (hhop d hd) (hψ d hd)]
  constructor
  · rintro ⟨d, hd, h⟩
    rw [hiff d hd] at h
    obtain ⟨hq0, hq1⟩ := ionicity_bounds hD (hhop d hd).ne'
    generalize ionicity D (hop t0 n d) = q at *
    have h2 : q * (1 + q) < 2 := by nlinarith
    have h3 := mul_lt_mul_of_pos_left h2 hn
    linarith
  · intro h
    -- on long bonds the hopping dies out and the charge tends to 1
    have hlim : Tendsto (fun x => hop t0 n x) atTop (𝓝 0) := by
      simpa [hop] using (tendsto_rpow_neg_atTop hn).const_mul t0
    have hcont : Continuous (fun t => ionicity D t) := by
      unfold ionicity
      exact Continuous.div continuous_const (by fun_prop)
        (fun t => (Real.sqrt_pos.2 (by positivity)).ne')
    have h0 : ionicity D 0 = 1 := by
      have hs : √(D ^ 2 + 4 * 0 ^ 2) = D := by
        rw [show D ^ 2 + 4 * 0 ^ 2 = D ^ 2 by ring, Real.sqrt_sq hD.le]
      rw [ionicity, hs, div_self hD.ne']
    have hq : Tendsto (fun x => ionicity D (hop t0 n x)) atTop (𝓝 1) := by
      rw [← h0]
      exact (hcont.tendsto 0).comp hlim
    have hF := (hq.const_mul n).mul (hq.const_add 1)
    have hev := hF.eventually (lt_mem_nhds (show (1 : ℝ) < n * 1 * (1 + 1) by linarith))
    obtain ⟨d, h1, hd⟩ := (hev.and (eventually_gt_atTop 0)).exists
    exact ⟨d, hd, (hiff d hd).2 h1⟩

end

end BondDipole
```
```lean
#print axioms BondDipole.dynamical_charge
#print axioms BondDipole.exists_anomalous_iff
```

```
'BondDipole.dynamical_charge' depends on axioms: [propext, Classical.choice, Quot.sound]
'BondDipole.exists_anomalous_iff' depends on axioms: [propext, Classical.choice, Quot.sound]
```
